# Averaging a polynomial in the radius over the hydrogen ground state, term by term

In the ground state of non-relativistic hydrogen with a fixed nucleus, the electron's distance r from the nucleus, in Bohr radii, has the normalised probability density 4r²e^(−2r). The theorem `avg_poly` states that the average of a polynomial ∑ c_k r^k over this density, with real coefficients and k running from 0 to N − 1, is ∑ c_k · 4(k+2)!/2^(k+3). The attempt moves the density inside the sum and exchanges the integral with the finite sum, which requires each term to be integrable. It then evaluates each integral with the earlier lemma `moment`.

The first attempt, which Lean rejects:

```lean
import Mathlib

open MeasureTheory Set Filter Topology

namespace AvgPoly

noncomputable section

/-- The radial average over the hydrogen ground-state density. -/
def avg (g : ℝ → ℝ) : ℝ := ∫ r in Ioi (0 : ℝ), 4 * r ^ 2 * Real.exp (-(2 * r)) * g r

/-- The radial moments of an exponential with decay constant `a > 0`. -/
theorem moment (n : ℕ) {a : ℝ} (ha : 0 < a) :
    ∫ r in Ioi (0 : ℝ), r ^ n * Real.exp (-(a * r)) = n.factorial / a ^ (n + 1) := by
  have h := Real.integral_rpow_mul_exp_neg_mul_Ioi (a := (n : ℝ) + 1) (r := a)
    (by positivity) ha
  have hp := Real.rpow_natCast (1 / a) (n + 1)
  rw [Nat.cast_add, Nat.cast_one] at hp
  rw [Real.Gamma_nat_eq_factorial, hp] at h
  simp only [add_sub_cancel_right, Real.rpow_natCast] at h
  rw [h, div_pow, one_pow]
  ring

/-- A power of `r` times an exponential with decay constant `a > 0` is integrable. -/
theorem moment_integrable (n : ℕ) {a : ℝ} (ha : 0 < a) :
    IntegrableOn (fun r : ℝ => r ^ n * Real.exp (-(a * r))) (Ioi 0) := by
  by_contra h
  have h0 := moment n ha
  rw [integral_undef h] at h0
  have : (0 : ℝ) < n.factorial / a ^ (n + 1) := by positivity
  linarith

/-- The ground-state average of a polynomial in `r`, term by term. -/
theorem avg_poly {N : ℕ} (c : Fin N → ℝ) :
    avg (fun r => ∑ k, c k * r ^ (k : ℕ))
      = ∑ k, c k * (4 * (((k : ℕ) + 2).factorial : ℝ) / 2 ^ ((k : ℕ) + 3)) := by
  have h : ∀ r : ℝ, 4 * r ^ 2 * Real.exp (-(2 * r)) * ∑ k, c k * r ^ (k : ℕ)
      = ∑ k, (4 * c k) * (r ^ ((k : ℕ) + 2) * Real.exp (-(2 * r))) := by
    intro r
    rw [Finset.mul_sum]
    exact Finset.sum_congr rfl (fun k _ => by ring)
  unfold avg
  simp_rw [h]
  rw [integral_finset_sum _ (fun k _ =>
    Integrable.const_mul (moment_integrable ((k : ℕ) + 2) two_pos) (4 * c k))]
  refine Finset.sum_congr rfl (fun k _ => ?_)
  rw [integral_const_mul, moment _ two_pos]
  ring

end

end AvgPoly
```

Messages:

```
Main.lean:44:6: warning: `MeasureTheory.integral_finset_sum` has been deprecated: Use `MeasureTheory.integral_finsetSum` instead
Main.lean:45:74: error: Application type mismatch: The argument
  k
has type
  ℕ
but is expected to have type
  Fin N
in the application
  c k
Main.lean:36:78: error: unsolved goals
N : ℕ
c : Fin N → ℝ
h : ∀ (r : ℝ), 4 * r ^ 2 * Real.exp (-(2 * r)) * ∑ k, c k * r ^ ↑k = ∑ k, 4 * c k * (r ^ (↑k + 2) * Real.exp (-(2 * r)))
⊢ ∫ (r : ℝ) in Ioi 0, ∑ k, 4 * c k * (r ^ (↑k + 2) * Real.exp (-(2 * r))) =
    ∑ k, c k * (4 * ↑(↑k + 2).factorial / 2 ^ (↑k + 3))
```

Lean accepts the file once it reads:

```diff
@@ -42,5 +42,5 @@
   unfold avg
   simp_rw [h]
-  rw [integral_finset_sum _ (fun k _ =>
+  rw [integral_finsetSum _ (fun (k : Fin N) _ =>
     Integrable.const_mul (moment_integrable ((k : ℕ) + 2) two_pos) (4 * c k))]
   refine Finset.sum_congr rfl (fun k _ => ?_)
```

Cause. The type mismatch arises in the integrability proof passed to `integral_finset_sum`. The index set is given as `_`, and `rw` elaborates the lemma with its arguments before matching it against the goal, so the type of `k` in `fun k _` is still open. The ascription `(k : ℕ)` then settles it as `ℕ`, where a coercion from `Fin N` was meant, and `c k` fails because `c` takes an argument in `Fin N`.

The "unsolved goals" error follows from this: the rewrite failed, so the goal is shown with the integral still outside the sum.

Writing `fun (k : Fin N) _` fixes the type at the start. `(k : ℕ)` is now a coercion, and `c k` is well typed.

The change from `integral_finset_sum` to `integral_finsetSum` only replaces a deprecated name, as the warning asks, and has no part in curing the errors.
